# Convergence of the Matsubara product to the parabolic-barrier factor (u/2)/sin(u/2) for 0 < u < 2π

Let u = βℏω, where β is the inverse temperature and ω the frequency of a parabolic barrier. For 0 < u < 2π,

∏ₖ₌₁ⁿ 1/(1 − u²/(4π²k²)) → (u/2)/sin(u/2) as n → ∞.

For n ≥ 1 the product lies strictly below this limit, with a relative error of at most (u/2π)²/n.

For a one-dimensional, exactly parabolic barrier, the limit is the tunnelling correction to the classical rate, and the bound says how many Fourier modes of the imaginary-time path suffice for a given accuracy. The condition u < 2π means that the temperature is above the crossover value ℏω/(2πk_B), at which the first path fluctuation loses its stiffness.

In Lean 4 with Mathlib:

```lean
import Mathlib

open Filter
open scoped Real Topology

namespace ParabolicBarrierMatsubara

noncomputable section
```

## Path fluctuations at the barrier top

An imaginary-time path has period βℏ, so its k-th Fourier mode has the Matsubara frequency

νₖ = 2πk/(βℏ).

In the code β, ℏ and ω are real numbers, which the theorems take to be positive. Since ℏ is a parameter, no system of units is fixed.

```lean
/-- The Matsubara frequency `2πk/(βℏ)` of the `k`-th Fourier mode of an imaginary-time path,
for `βℏ ≠ 0`. -/
def matsubara (β ℏ : ℝ) (k : ℕ) : ℝ := 2 * π * k / (β * ℏ)
```

At a distance q from the top the potential is V₀ − ½Mω²q², with V₀ the barrier height and M the mass. A mode of amplitude x then contributes −a(νₖ² − ω²)x² to the exponent of the path weight, against −aνₖ²x² for a free particle. The constant a > 0 collects the mass, β and the normalisation of the modes. The ratio of the stiffnesses is

fₖ = νₖ²/(νₖ² − ω²).

```lean
/-- The free stiffness of the `k`-th mode divided by its stiffness at the top of a parabolic
barrier of frequency `ω`, for `ω² ≠ ν_k²`. -/
def modeFactor (β ℏ ω : ℝ) (k : ℕ) : ℝ :=
  matsubara β ℏ k ^ 2 / (matsubara β ℏ k ^ 2 - ω ^ 2)
```

The truncated factor is Fₙ = f₁f₂⋯fₙ. `Finset.range n` runs over j = 0, …, n − 1, hence the shift to k = j + 1, and F₀ = 1. The mode k = 0, the path's centroid, is left out because it belongs to the classical part of the rate.

```lean
/-- The product of the mode factors for `k = 1, …, n`. -/
def truncatedFactor (β ℏ ω : ℝ) (n : ℕ) : ℝ :=
  ∏ j ∈ Finset.range n, modeFactor β ℏ ω (j + 1)
```

The expected limit is F = (u/2)/sin(u/2). It enters as a definition; its role in a rate expression is physical input and is not derived here.

```lean
/-- The expression `(u/2)/sin(u/2)`, which for `0 < u < 2π` is the parabolic-barrier tunnelling
factor. -/
def tunnellingFactor (u : ℝ) : ℝ := (u / 2) / Real.sin (u / 2)
```

The comparison goes through Euler's partial product for the sine,

Eₙ(s) = ∏ₖ₌₁ⁿ (1 − s²/k²).

```lean
/-- Euler's partial product for the sine, `∏ (1 - s²/k²)` over `k = 1, …, n`. -/
def eulerProduct (s : ℝ) (n : ℕ) : ℝ :=
  ∏ j ∈ Finset.range n, (1 - s ^ 2 / ((j : ℝ) + 1) ^ 2)
```

## Positive stiffness and the Gaussian ratio

If u < 2π and k ≥ 1, then βℏω < 2π ≤ 2πk, so ω < νₖ and

νₖ² − ω² = (νₖ − ω)(νₖ + ω) > 0.

The proof clears the denominator of νₖ to get the first inequality and then multiplies the two positive factors.

```lean
variable {β ℏ ω : ℝ}

/-- For `βℏω < 2π` every path fluctuation with `k ≥ 1` has positive stiffness at the
barrier top. -/
theorem stiffness_pos (hβ : 0 < β) (hh : 0 < ℏ) (hω : 0 < ω) (hu : β * ℏ * ω < 2 * π)
    {k : ℕ} (hk : 1 ≤ k) : 0 < matsubara β ℏ k ^ 2 - ω ^ 2 := by
  have hk' : (1 : ℝ) ≤ k := by exact_mod_cast hk
  have h : ω < matsubara β ℏ k := by
    unfold matsubara
    rw [lt_div_iff₀ (mul_pos hβ hh)]
    nlinarith [mul_le_mul_of_nonneg_left hk' Real.two_pi_pos.le]
  nlinarith [mul_pos (sub_pos.2 h) (add_pos (hω.trans h) hω)]
```

Each k ≥ 1 carries two real modes, a cosine and a sine, with equal Gaussian integrals. From ∫ exp(−bx²) dx = √(π/b) for b > 0, the squared integrals have the ratio

[π/(a(νₖ² − ω²))] / [π/(aνₖ²)] = fₖ.

The constant a cancels. Positive stiffness is what allows the square roots to be squared away. The theorem treats one k at a time and constructs no measure on paths.

```lean
/-- The mode factor is the ratio of the Gaussian integrals over the two real fluctuation
modes of index `k`, with the barrier and without it. -/
theorem gaussian_ratio (hβ : 0 < β) (hh : 0 < ℏ) (hω : 0 < ω) (hu : β * ℏ * ω < 2 * π)
    {k : ℕ} (hk : 1 ≤ k) {a : ℝ} (ha : 0 < a) :
    (∫ x : ℝ, Real.exp (-(a * (matsubara β ℏ k ^ 2 - ω ^ 2)) * x ^ 2)) ^ 2 /
      (∫ x : ℝ, Real.exp (-(a * matsubara β ℏ k ^ 2) * x ^ 2)) ^ 2 = modeFactor β ℏ ω k := by
  have hS := stiffness_pos hβ hh hω hu hk
  have hN : 0 < matsubara β ℏ k ^ 2 := by nlinarith [sq_nonneg ω]
  rw [integral_gaussian, integral_gaussian,
    Real.sq_sqrt (div_pos Real.pi_pos (mul_pos ha hS)).le,
    Real.sq_sqrt (div_pos Real.pi_pos (mul_pos ha hN)).le]
  unfold modeFactor
  generalize matsubara β ℏ k ^ 2 - ω ^ 2 = S at *
  generalize matsubara β ℏ k ^ 2 = N at *
  have hπ := Real.pi_pos
  field_simp
```

## From mode factors to Euler's product

Since νₖβℏ = 2πk, we have ω²/νₖ² = u²/(4π²k²), and therefore

fₖ = 1/(1 − ω²/νₖ²) = 1/(1 − u²/(4π²k²)).

In the proof, `hν` is the relation νₖβℏ = 2πk, and `e` is its squared consequence.

```lean
/-- In terms of `u = βℏω` the mode factor is `1/(1 - u²/(4π²k²))`. -/
theorem modeFactor_eq (hβ : 0 < β) (hh : 0 < ℏ) (hω : 0 < ω) (hu : β * ℏ * ω < 2 * π)
    {k : ℕ} (hk : 1 ≤ k) :
    modeFactor β ℏ ω k = 1 / (1 - (β * ℏ * ω) ^ 2 / (4 * π ^ 2 * (k : ℝ) ^ 2)) := by
  have hS := stiffness_pos hβ hh hω hu hk
  have hN : 0 < matsubara β ℏ k ^ 2 := by nlinarith [sq_nonneg ω]
  have hk' : (0 : ℝ) < k := by exact_mod_cast hk
  have hπ := Real.pi_pos
  have hν : matsubara β ℏ k * (β * ℏ) = 2 * π * k :=
    div_mul_cancel₀ _ (mul_pos hβ hh).ne'
  have e : (β * ℏ * ω) ^ 2 / (4 * π ^ 2 * (k : ℝ) ^ 2) = ω ^ 2 / matsubara β ℏ k ^ 2 := by
    rw [div_eq_div_iff (by positivity) hN.ne']
    linear_combination ω ^ 2 * (matsubara β ℏ k * (β * ℏ) + 2 * π * k) * hν
  have e' : 1 - ω ^ 2 / matsubara β ℏ k ^ 2
      = (matsubara β ℏ k ^ 2 - ω ^ 2) / matsubara β ℏ k ^ 2 := by
    rw [sub_div, div_self hN.ne']
  rw [e, e', one_div_div]
  rfl
```

With s = u/(2π), each denominator is 1 − s²/k². Inverting factor by factor gives

Fₙ = 1/Eₙ(s).

```lean
/-- The truncated tunnelling factor is the inverse of Euler's partial product at
`s = βℏω/(2π)`. -/
theorem truncatedFactor_eq_inv (hβ : 0 < β) (hh : 0 < ℏ) (hω : 0 < ω)
    (hu : β * ℏ * ω < 2 * π) (n : ℕ) :
    truncatedFactor β ℏ ω n = (eulerProduct (β * ℏ * ω / (2 * π)) n)⁻¹ := by
  unfold truncatedFactor eulerProduct
  rw [← Finset.prod_inv_distrib]
  refine Finset.prod_congr rfl fun j _ => ?_
  have e : (β * ℏ * ω) ^ 2 / (4 * π ^ 2 * ((j : ℝ) + 1) ^ 2)
      = (β * ℏ * ω / (2 * π)) ^ 2 / ((j : ℝ) + 1) ^ 2 := by
    rw [div_pow, div_div]
    congr 1
    ring
  rw [modeFactor_eq hβ hh hω hu (Nat.le_add_left 1 j), one_div]
  push_cast
  rw [e]
```

Euler's product, which Mathlib supplies, states that πs·Eₙ(s) → sin(πs). Here πs = u/2, and sin(u/2) > 0 because 0 < u/2 < π. Division is therefore continuous at the limit, and

Fₙ = (u/2)/((u/2)Eₙ(s)) → (u/2)/sin(u/2).

```lean
/-- For `0 < βℏω < 2π` the product over Matsubara modes converges to the parabolic-barrier
tunnelling factor `(u/2)/sin(u/2)` with `u = βℏω`. -/
theorem tendsto_truncatedFactor (hβ : 0 < β) (hh : 0 < ℏ) (hω : 0 < ω)
    (hu : β * ℏ * ω < 2 * π) :
    Tendsto (truncatedFactor β ℏ ω) atTop (𝓝 (tunnellingFactor (β * ℏ * ω))) := by
  have h2 : 0 < β * ℏ * ω / 2 := by positivity
  have hsin : 0 < Real.sin (β * ℏ * ω / 2) :=
    Real.sin_pos_of_pos_of_lt_pi h2 (by linarith)
  have hs : π * (β * ℏ * ω / (2 * π)) = β * ℏ * ω / 2 := by
    have hπ := Real.pi_ne_zero
    field_simp
  -- Euler's product for the sine at `s = u/(2π)`
  have hE := Real.tendsto_euler_sin_prod (β * ℏ * ω / (2 * π))
  simp only [hs] at hE
  have h : Tendsto (fun n : ℕ => (β * ℏ * ω / 2) /
      (β * ℏ * ω / 2 * eulerProduct (β * ℏ * ω / (2 * π)) n)) atTop
      (𝓝 (tunnellingFactor (β * ℏ * ω))) :=
    Tendsto.div tendsto_const_nhds hE hsin.ne'
  refine h.congr fun n => ?_
  rw [truncatedFactor_eq_inv hβ hh hω hu, div_mul_eq_div_div, div_self h2.ne', one_div]
```

## How fast the truncated product converges

Throughout this section 0 < u < 2π. Every mode factor with k ≥ 1 then exceeds 1, because

fₖ − 1 = ω²/(νₖ² − ω²) > 0.

Hence Fₙ₊₁ = Fₙfₙ₊₁ > Fₙ > 0, starting from F₀ = 1.

```lean
/-- The truncated factor is positive and grows strictly with each further Matsubara mode. -/
theorem truncatedFactor_pos_strictMono (hβ : 0 < β) (hh : 0 < ℏ) (hω : 0 < ω)
    (hu : β * ℏ * ω < 2 * π) :
    (∀ n, 0 < truncatedFactor β ℏ ω n) ∧ StrictMono (truncatedFactor β ℏ ω) := by
  have hf : ∀ j : ℕ, 1 < modeFactor β ℏ ω (j + 1) := fun j => by
    unfold modeFactor
    rw [one_lt_div (stiffness_pos hβ hh hω hu (Nat.le_add_left 1 j))]
    linarith [pow_pos hω 2]
  have hpos : ∀ n, 0 < truncatedFactor β ℏ ω n := fun n =>
    Finset.prod_pos fun j _ => one_pos.trans (hf j)
  refine ⟨hpos, strictMono_nat_of_lt_succ fun n => ?_⟩
  have e : truncatedFactor β ℏ ω (n + 1)
      = truncatedFactor β ℏ ω n * modeFactor β ℏ ω (n + 1) := Finset.prod_range_succ _ _
  rw [e]
  exact lt_mul_of_one_lt_right (hpos n) (hf n)
```

To bound the omitted modes, take s² < 1 and n ≥ 1, and write N = n + m. Every factor of Eₙ is then positive, so Eₙ > 0; the theorem takes this as the hypothesis `hQ`. The next mode satisfies

1/(N + 1)² ≤ 1/(N(N + 1)) = 1/N − 1/(N + 1).

The claim, by induction on m, is

Eₙ(1 − s²(1/n − 1/N)) ≤ Eₙ₊ₘ.

It is an equality at m = 0. For the step, put A = s²(1/n − 1/N) and b = s²/(N + 1)², so that A ≥ 0 and 0 ≤ b ≤ 1. Then

Eₙ₊ₘ₊₁ = Eₙ₊ₘ(1 − b) ≥ Eₙ(1 − A)(1 − b) ≥ Eₙ(1 − A − b),

and the bound on b makes the sum telescope:

A + b ≤ s²(1/n − 1/(N + 1)).

In the code `ih` is the induction hypothesis, `hb` the telescoping bound and `hb1` the inequality b ≤ 1.

```lean
/-- Modes `n+1, …, n+m` lower Euler's partial product by at most the relative amount
`s²(1/n - 1/(n+m))`. -/
theorem eulerProduct_tail {s : ℝ} (hs : s ^ 2 < 1) {n : ℕ} (hn : 1 ≤ n)
    (hQ : 0 < eulerProduct s n) (m : ℕ) :
    eulerProduct s n * (1 - s ^ 2 * (1 / (n : ℝ) - 1 / ((n : ℝ) + m)))
      ≤ eulerProduct s (n + m) := by
  have hn' : (0 : ℝ) < n := by exact_mod_cast hn
  induction m with
  | zero => simp
  | succ m ih =>
    have e : eulerProduct s (n + (m + 1))
        = eulerProduct s (n + m) * (1 - s ^ 2 / (((n + m : ℕ) : ℝ) + 1) ^ 2) :=
      Finset.prod_range_succ _ _
    rw [e]
    push_cast
    rw [← add_assoc]
    have hm : (n : ℝ) ≤ (n : ℝ) + m := le_add_of_nonneg_right (Nat.cast_nonneg m)
    have ha := one_div_le_one_div_of_le hn' hm
    generalize (n : ℝ) + m = N at *
    have hN : 0 < N := hn'.trans_le hm
    -- telescoping bound on the new mode
    have ht : 1 / (N + 1) ^ 2 ≤ 1 / N - 1 / (N + 1) := by
      rw [div_sub_div _ _ hN.ne' (by positivity),
        div_le_div_iff₀ (by positivity) (by positivity)]
      nlinarith
    have hb : s ^ 2 / (N + 1) ^ 2 ≤ s ^ 2 * (1 / N - 1 / (N + 1)) := by
      rw [div_eq_mul_one_div]
      exact mul_le_mul_of_nonneg_left ht (sq_nonneg s)
    have hb0 : 0 ≤ s ^ 2 / (N + 1) ^ 2 := by positivity
    have hb1 : s ^ 2 / (N + 1) ^ 2 ≤ 1 := by
      rw [div_le_one (by positivity)]
      nlinarith
    have ha0 : 0 ≤ s ^ 2 * (1 / (n : ℝ) - 1 / N) :=
      mul_nonneg (sq_nonneg s) (sub_nonneg.2 ha)
    refine le_trans ?_ (mul_le_mul_of_nonneg_right ih (sub_nonneg.2 hb1))
    rw [mul_assoc]
    refine mul_le_mul_of_nonneg_left ?_ hQ.le
    nlinarith [mul_nonneg ha0 hb0]
```

Dropping the helpful term s²/(n + m) leaves Eₙ(1 − s²/n) ≤ Eₙ₊ₘ. Taking inverses turns this into

Fₙ₊ₘ(1 − s²/n) ≤ Fₙ.

The right side does not depend on m, so m → ∞ gives F(1 − s²/n) ≤ Fₙ, which is the stated relative error. The strict upper bound follows from Fₙ < Fₙ₊₁ ≤ F.

```lean
/-- With `n ≥ 1` Matsubara modes the truncated product lies strictly below the full tunnelling
factor, with a relative error of at most `(u/2π)²/n`, where `u = βℏω`. -/
theorem truncation_error (hβ : 0 < β) (hh : 0 < ℏ) (hω : 0 < ω)
    (hu : β * ℏ * ω < 2 * π) {n : ℕ} (hn : 1 ≤ n) :
    tunnellingFactor (β * ℏ * ω) * (1 - (β * ℏ * ω / (2 * π)) ^ 2 / n)
        ≤ truncatedFactor β ℏ ω n ∧
      truncatedFactor β ℏ ω n < tunnellingFactor (β * ℏ * ω) := by
  obtain ⟨hpos, hmono⟩ := truncatedFactor_pos_strictMono hβ hh hω hu
  have hlim := tendsto_truncatedFactor hβ hh hω hu
  refine ⟨?_, (hmono (Nat.lt_succ_self n)).trans_le (hmono.monotone.ge_of_tendsto hlim _)⟩
  have hQ : ∀ k, 0 < eulerProduct (β * ℏ * ω / (2 * π)) k := fun k => by
    have h := hpos k
    rw [truncatedFactor_eq_inv hβ hh hω hu] at h
    exact inv_pos.1 h
  have hs0 : 0 < β * ℏ * ω / (2 * π) := by positivity
  have hs1 : β * ℏ * ω / (2 * π) < 1 := (div_lt_one Real.two_pi_pos).2 hu
  -- compare with `n + m` modes, then let `m` grow
  refine le_of_tendsto' (((tendsto_add_atTop_iff_nat n).2 hlim).mul_const _) fun m => ?_
  rw [add_comm m n, truncatedFactor_eq_inv hβ hh hω hu, truncatedFactor_eq_inv hβ hh hω hu,
    inv_mul_eq_div, div_le_iff₀ (hQ _), inv_mul_eq_div, le_div_iff₀ (hQ n), mul_comm]
  refine le_trans ?_ (eulerProduct_tail (by nlinarith) hn (hQ n) m)
  refine mul_le_mul_of_nonneg_left ?_ (hQ n).le
  have h : 0 ≤ (β * ℏ * ω / (2 * π)) ^ 2 * (1 / ((n : ℝ) + m)) := by positivity
  rw [mul_sub, mul_one_div]
  linarith

end

end ParabolicBarrierMatsubara
```

```lean
#print axioms ParabolicBarrierMatsubara.gaussian_ratio
#print axioms ParabolicBarrierMatsubara.tendsto_truncatedFactor
#print axioms ParabolicBarrierMatsubara.truncation_error
```

```
'ParabolicBarrierMatsubara.gaussian_ratio' depends on axioms: [propext, Classical.choice, Quot.sound]
'ParabolicBarrierMatsubara.tendsto_truncatedFactor' depends on axioms: [propext, Classical.choice, Quot.sound]
'ParabolicBarrierMatsubara.truncation_error' depends on axioms: [propext, Classical.choice, Quot.sound]
```

## The values at u = π, and a path made of beads

At u = π we have s² = 1/4 and F = (π/2)/sin(π/2) = π/2 ≈ 1.571. One mode gives F₁ = 1/(1 − 1/4) = 4/3 ≈ 1.333. Two modes give F₂ = (4/3)(16/15) = 64/45 ≈ 1.422, which is about 9.5 % too low, within the bound s²/2 = 12.5 %. The bound guarantees an error of at most 1 % from n = 25 on.

The path could also have been modelled as a ring of P ≥ 2 beads. The frequencies νₖ would then be replaced by (2P/(βℏ)) sin(πk/P) with k = 1, …, P − 1. Each of these k stands for one real mode instead of two, so it would contribute √fₖ, with fₖ formed from the new frequency. Positive stiffness of all these modes would require u < 2P sin(π/P), which is stricter than u < 2π, and the error would have to be estimated afresh in terms of P.
